# Particle–hole pairs satisfy the boson commutator in the reference expectation value, but not as an operator identity

## Question

A fermionic particle–hole pair has the commutator of a boson when I average over the reference determinant, although the operators themselves are not bosons. With $i,j$ occupied and $v,w$ virtual spin orbitals, the anticommutation relations should give

$$[a_i^\dagger a_v,\;a_w^\dagger a_j]=\delta_{vw}\,a_i^\dagger a_j-\delta_{ij}\,a_w^\dagger a_v,\qquad (a_v^\dagger a_i)^2=0,$$

and the reference expectation value of the commutator should be $\delta_{vw}\delta_{ij}$. Can this be derived rigorously and checked by machine, including the RPA metric that follows from it?

## Answer

Yes. All three statements follow from the anticommutation relations; the expectation value also needs a unit vector $\Phi$ with $a_v\Phi=0$ and $a_i^\dagger\Phi=0$ for all virtual $v$ and occupied $i$.

### From anticommutators to the RPA metric

For any orbitals $p,q,r,s$, moving the inner annihilator to the right gives

$$a_p^\dagger a_q a_r^\dagger a_s=\delta_{qr}a_p^\dagger a_s-a_p^\dagger a_r^\dagger a_q a_s,$$
$$a_r^\dagger a_s a_p^\dagger a_q=\delta_{sp}a_r^\dagger a_q-a_r^\dagger a_p^\dagger a_s a_q.$$

The last terms are equal, because exchanging both the creators and the annihilators produces two signs. Subtracting,

$$[a_p^\dagger a_q,a_r^\dagger a_s]=\delta_{qr}a_p^\dagger a_s-\delta_{sp}a_r^\dagger a_q .$$

Write $B_{iv}=a_i^\dagger a_v$ for de-excitation and $D_{iv}=a_v^\dagger a_i$ for excitation. The choice $p=i$, $q=v$, $r=w$, $s=j$ gives the pair commutator. For two excitations, or two de-excitations, both deltas compare an occupied with a virtual orbital, so the commutator vanishes.

Since $2(a_v^\dagger)^2=0$, we have $D_{iv}^2=-(a_v^\dagger)^2a_i^2=0$. If $[B_{iv},D_{iv}]=1$ held, then

$$0=[B_{iv},D_{iv}^2]=D_{iv}[B_{iv},D_{iv}]+[B_{iv},D_{iv}]D_{iv}=2D_{iv},$$

so $D_{iv}=0$ and the commutator would be $0$, not $1$.

In the reference, $\langle a_w^\dagger a_v\rangle=0$ and $\langle a_i^\dagger a_j\rangle=\delta_{ij}-\langle a_j a_i^\dagger\rangle=\delta_{ij}$. Hence $\langle[B_{iv},D_{jw}]\rangle=\delta_{vw}\delta_{ij}$.

For complex amplitudes $X,Y$, let $Q^\dagger=\sum_{iv}(X_{iv}D_{iv}-Y_{iv}B_{iv})$, and let $Q'^\dagger$ have amplitudes $X',Y'$. In $[Q,Q'^\dagger]$ the like-pair terms vanish. The $X^*X'$ terms contain $[B,D]$ and the $Y^*Y'$ terms contain $[D,B]=-[B,D]$, so

$$\langle[Q,Q'^\dagger]\rangle=\sum_{iv}\left(X_{iv}^*X'_{iv}-Y_{iv}^*Y'_{iv}\right).$$

This is the metric used to normalise RPA excitation vectors, obtained here with an uncorrelated reference in a finite-dimensional space.

### What the Lean statements say

Orbitals are indexed by `O ⊕ V`, with `Sum.inl` occupied and `Sum.inr` virtual. `CAR a c` states the anticommutation relations in an arbitrary ring, where the creators `c` need not be adjoints. `deexcite` is $B$ and `excite` is $D$. `excite_sq` and `pair_not_boson` assume a complex algebra, which allows division by 2; the latter also requires $1\neq0$.

For expectation values, operators are finite complex matrices, and `adj` makes creators the conjugate transposes of annihilators. `IsReference` contains the normalisation and the two annihilation conditions, which express filled occupied and empty virtual orbitals. `phonon a X Y` is $Q^\dagger$, so its conjugate transpose is $Q$.

No Hamiltonian enters, so the file neither derives the RPA equations nor estimates the error of replacing the commutator by its reference value in a correlated ground state.

```lean
import Mathlib

open Matrix

namespace QuasiBoson

noncomputable section

/-- The commutator of two operators. -/
def comm {R : Type*} [Ring R] (x y : R) : R := x * y - y * x

/-- The canonical anticommutation relations for annihilators `a` and creators `c`. -/
structure CAR {ι R : Type*} [DecidableEq ι] [Ring R] (a c : ι → R) : Prop where
  aa : ∀ p q, a p * a q + a q * a p = 0
  cc : ∀ p q, c p * c q + c q * c p = 0
  ac : ∀ p q, a p * c q + c q * a p = if p = q then 1 else 0

/-- The excitation operator that moves a particle from occupied orbital `i` to virtual `v`. -/
def excite {O V R : Type*} [Ring R] (a c : O ⊕ V → R) (i : O) (v : V) : R :=
  c (Sum.inr v) * a (Sum.inl i)

/-- The de-excitation operator that moves a particle from virtual orbital `v` to occupied `i`. -/
def deexcite {O V R : Type*} [Ring R] (a c : O ⊕ V → R) (i : O) (v : V) : R :=
  c (Sum.inl i) * a (Sum.inr v)

/-- The creators, as conjugate transposes of the annihilators. -/
def adj {ι n : Type*} (a : ι → Matrix n n ℂ) : ι → Matrix n n ℂ := fun p => (a p)ᴴ

/-- The expectation value of an operator in the state `Φ`, as a linear functional. -/
def expval {n : Type*} [Fintype n] (Φ : n → ℂ) : Matrix n n ℂ →ₗ[ℂ] ℂ where
  toFun A := star Φ ⬝ᵥ (A *ᵥ Φ)
  map_add' A B := by simp [Matrix.add_mulVec, dotProduct_add]
  map_smul' z A := by simp [Matrix.smul_mulVec, dotProduct_smul]

/-- A reference state: a unit vector killed by the virtual annihilators and by the
occupied creators. -/
structure IsReference {O V n : Type*} [Fintype n] (a : O ⊕ V → Matrix n n ℂ)
    (Φ : n → ℂ) : Prop where
  unit : star Φ ⬝ᵥ Φ = 1
  virt : ∀ v, a (Sum.inr v) *ᵥ Φ = 0
  occ : ∀ i, adj a (Sum.inl i) *ᵥ Φ = 0

/-- The collective creation operator with excitation amplitudes `X` and de-excitation
amplitudes `Y`. -/
def phonon {O V n : Type*} [Fintype O] [Fintype V] [Fintype n] [DecidableEq n]
    (a : O ⊕ V → Matrix n n ℂ) (X Y : O × V → ℂ) : Matrix n n ℂ :=
  ∑ p : O × V, (X p • excite a (adj a) p.1 p.2 - Y p • deexcite a (adj a) p.1 p.2)

/-- In a complex algebra, an operator whose double vanishes is zero. -/
theorem eq_zero_of_add_self {R : Type*} [Ring R] [Algebra ℂ R] {x : R}
    (h : x + x = 0) : x = 0 := by
  calc x = (1 / 2 : ℂ) • (x + x) := by module
    _ = 0 := by rw [h, smul_zero]

/-- The commutator of the one-body operators `c p * a q` and `c r * a s`: the term `c p * a s` is
present only if `q = r`, and the term `-(c r * a q)` only if `s = p`. -/
theorem comm_one_body {ι R : Type*} [DecidableEq ι] [Ring R] {a c : ι → R}
    (h : CAR a c) (p q r s : ι) :
    comm (c p * a q) (c r * a s) =
      (if q = r then c p * a s else 0) - (if s = p then c r * a q else 0) := by
  -- collect the products into anticommutators
  have key : comm (c p * a q) (c r * a s) =
      c p * (a q * c r + c r * a q) * a s - c r * (a s * c p + c p * a s) * a q
        - (c p * c r + c r * c p) * (a q * a s)
        + c r * c p * (a q * a s + a s * a q) := by
    unfold comm
    noncomm_ring
  rw [key, h.ac q r, h.ac s p, h.cc p r, h.aa q s]
  split_ifs <;> simp

section Pairs

variable {O V R : Type*} [DecidableEq O] [DecidableEq V] [Ring R] {a c : O ⊕ V → R}

/-- The commutator of a de-excitation with an excitation, as an exact operator identity. -/
theorem pair_comm (h : CAR a c) (i j : O) (v w : V) :
    comm (deexcite a c i v) (excite a c j w) =
      (if v = w then c (Sum.inl i) * a (Sum.inl j) else 0)
        - (if j = i then c (Sum.inr w) * a (Sum.inr v) else 0) := by
  simp [deexcite, excite, comm_one_body h]

/-- Excitations commute with each other, and so do de-excitations. -/
theorem like_pairs_comm (h : CAR a c) (i j : O) (v w : V) :
    comm (excite a c i v) (excite a c j w) = 0 ∧
      comm (deexcite a c i v) (deexcite a c j w) = 0 := by
  constructor <;> simp [deexcite, excite, comm_one_body h]

/-- The same particle-hole excitation cannot be made twice: its square is zero. -/
theorem excite_sq [Algebra ℂ R] (h : CAR a c) (i : O) (v : V) :
    excite a c i v ^ 2 = 0 := by
  have hcc : c (Sum.inr v) * c (Sum.inr v) = 0 := eq_zero_of_add_self (h.cc _ _)
  have hac : a (Sum.inl i) * c (Sum.inr v) + c (Sum.inr v) * a (Sum.inl i) = 0 := by
    rw [h.ac]
    simp
  have key : excite a c i v ^ 2 =
      c (Sum.inr v) * (a (Sum.inl i) * c (Sum.inr v) + c (Sum.inr v) * a (Sum.inl i))
        * a (Sum.inl i)
      - c (Sum.inr v) * c (Sum.inr v) * (a (Sum.inl i) * a (Sum.inl i)) := by
    unfold excite
    noncomm_ring
  rw [key, hac, hcc]
  simp

/-- A particle-hole pair never obeys the boson commutation rule as an operator identity. -/
theorem pair_not_boson [Algebra ℂ R] [Nontrivial R] (h : CAR a c) (i : O) (v : V) :
    comm (deexcite a c i v) (excite a c i v) ≠ 1 := by
  intro hb
  have hsq := excite_sq h i v
  generalize excite a c i v = D at hb hsq
  generalize deexcite a c i v = B at hb
  -- the boson rule would give [B, D²] = 2D, but D² = 0
  have h2 : D * comm B D + comm B D * D = B * D ^ 2 - D ^ 2 * B := by
    unfold comm
    noncomm_ring
  rw [hb, hsq, mul_one, one_mul, mul_zero, zero_mul, sub_zero] at h2
  have hD : D = 0 := eq_zero_of_add_self h2
  rw [hD] at hb
  simp [comm] at hb

end Pairs

/-- Bilinear expansion of the commutator of two mixtures of operators. -/
theorem comm_mix {R : Type*} [Ring R] [Algebra ℂ R] (x y x' y' : ℂ) (B D B' D' : R) :
    comm (x • B - y • D) (x' • D' - y' • B') =
      (x * x') • comm B D' - (x * y') • comm B B' - (y * x') • comm D D'
        - (y * y') • comm B' D := by
  simp only [comm, sub_mul, mul_sub, smul_mul_smul_comm]
  module

section Reference

variable {O V n : Type*} [DecidableEq O] [DecidableEq V] [Fintype n] [DecidableEq n]
  {a : O ⊕ V → Matrix n n ℂ} {Φ : n → ℂ}

/-- In the reference state, the commutator of a de-excitation with an excitation has
expectation value one if the two pairs coincide and zero otherwise. -/
theorem pair_expectation (h : CAR a (adj a)) (hΦ : IsReference a Φ) (i j : O) (v w : V) :
    expval Φ (comm (deexcite a (adj a) i v) (excite a (adj a) j w)) =
      if v = w ∧ j = i then 1 else 0 := by
  have hone : expval Φ 1 = 1 := by
    change star Φ ⬝ᵥ ((1 : Matrix n n ℂ) *ᵥ Φ) = 1
    rw [Matrix.one_mulVec, hΦ.unit]
  -- virtual orbitals are empty
  have hvirt : ∀ v w, expval Φ (adj a (Sum.inr w) * a (Sum.inr v)) = 0 := by
    intro v w
    change star Φ ⬝ᵥ ((adj a (Sum.inr w) * a (Sum.inr v)) *ᵥ Φ) = 0
    rw [← Matrix.mulVec_mulVec, hΦ.virt, Matrix.mulVec_zero, dotProduct_zero]
  -- occupied orbitals are full
  have hocc : ∀ i j, expval Φ (adj a (Sum.inl i) * a (Sum.inl j)) =
      if j = i then 1 else 0 := by
    intro i j
    have h0 : expval Φ (a (Sum.inl j) * adj a (Sum.inl i)) = 0 := by
      change star Φ ⬝ᵥ ((a (Sum.inl j) * adj a (Sum.inl i)) *ᵥ Φ) = 0
      rw [← Matrix.mulVec_mulVec, hΦ.occ, Matrix.mulVec_zero, dotProduct_zero]
    have h1 := congrArg (expval Φ) (h.ac (Sum.inl j) (Sum.inl i))
    rw [map_add, h0, zero_add] at h1
    rw [h1]
    by_cases hji : j = i <;> simp [hji, hone]
  rw [pair_comm h, map_sub]
  by_cases h1 : v = w <;> by_cases h2 : j = i <;> simp [h1, h2, hocc, hvirt]

/-- The reference expectation value of the commutator of two collective operators is the
RPA metric: the overlap of the `X` amplitudes minus that of the `Y` amplitudes. -/
theorem phonon_metric [Fintype O] [Fintype V] (h : CAR a (adj a)) (hΦ : IsReference a Φ)
    (X Y X' Y' : O × V → ℂ) :
    expval Φ (comm (phonon a X Y)ᴴ (phonon a X' Y')) =
      ∑ p, (star (X p) * X' p - star (Y p) * Y' p) := by
  have hadj : (phonon a X Y)ᴴ = ∑ p : O × V, (star (X p) • deexcite a (adj a) p.1 p.2
      - star (Y p) • excite a (adj a) p.1 p.2) := by
    simp [phonon, excite, deexcite, adj, Matrix.conjTranspose_sum]
  have hsum : ∀ f g : O × V → Matrix n n ℂ,
      comm (∑ p, f p) (∑ q, g q) = ∑ p, ∑ q, comm (f p) (g q) := by
    intro f g
    simp only [comm, Finset.sum_sub_distrib, Finset.sum_mul_sum]
    congr 1
    exact Finset.sum_comm
  -- only equal pairs contribute
  have ht : ∀ p q : O × V, expval Φ (comm
      (star (X p) • deexcite a (adj a) p.1 p.2 - star (Y p) • excite a (adj a) p.1 p.2)
      (X' q • excite a (adj a) q.1 q.2 - Y' q • deexcite a (adj a) q.1 q.2)) =
      if p = q then star (X p) * X' q - star (Y p) * Y' q else 0 := by
    rintro ⟨i, v⟩ ⟨j, w⟩
    rw [comm_mix, (like_pairs_comm h _ _ _ _).2, (like_pairs_comm h _ _ _ _).1]
    simp only [map_sub, map_smul, smul_zero, sub_zero, pair_expectation h hΦ,
      smul_eq_mul, Prod.mk.injEq]
    by_cases h1 : i = j
    · subst h1
      by_cases h2 : v = w
      · subst h2
        simp
      · simp [h2, Ne.symm h2]
    · simp [h1, Ne.symm h1]
  rw [hadj, phonon, hsum]
  simp only [map_sum, ht]
  simp

end Reference

/-- Jordan-Wigner annihilators for one occupied and one virtual orbital. -/
def jw : Unit ⊕ Unit → Matrix (Fin 4) (Fin 4) ℂ
  | Sum.inl _ => !![0, 0, 1, 0; 0, 0, 0, 1; 0, 0, 0, 0; 0, 0, 0, 0]
  | Sum.inr _ => !![0, 1, 0, 0; 0, 0, 0, 0; 0, 0, 0, -1; 0, 0, 0, 0]

/-- The Jordan-Wigner matrices obey the anticommutation relations, and the third basis
vector is a reference state for them. -/
theorem jw_witness : CAR jw (adj jw) ∧ IsReference jw ![0, 0, 1, 0] := by
  refine ⟨⟨?_, ?_, ?_⟩, ⟨?_, ?_, ?_⟩⟩
  · rintro (⟨⟩ | ⟨⟩) (⟨⟩ | ⟨⟩) <;> ext i j <;> fin_cases i <;> fin_cases j <;>
      simp [jw]
  · rintro (⟨⟩ | ⟨⟩) (⟨⟩ | ⟨⟩) <;> ext i j <;> fin_cases i <;> fin_cases j <;>
      simp [jw, adj, Matrix.mul_apply, Fin.sum_univ_four]
  · rintro (⟨⟩ | ⟨⟩) (⟨⟩ | ⟨⟩) <;> ext i j <;> fin_cases i <;> fin_cases j <;>
      (simp only [adj, Matrix.add_apply, Matrix.mul_apply, Matrix.conjTranspose_apply,
        Fin.sum_univ_four]
       simp [jw])
  · simp [dotProduct, Fin.sum_univ_four]
  · rintro ⟨⟩
    ext i
    fin_cases i <;> simp [jw, Matrix.mulVec, dotProduct, Fin.sum_univ_four]
  · rintro ⟨⟩
    ext i
    fin_cases i <;> simp [jw, adj, Matrix.mulVec, dotProduct, Fin.sum_univ_four]

end

end QuasiBoson
```

```lean
#print axioms QuasiBoson.pair_not_boson
#print axioms QuasiBoson.phonon_metric
```

```
'QuasiBoson.pair_not_boson' depends on axioms: [propext, Classical.choice, Quot.sound]
'QuasiBoson.phonon_metric' depends on axioms: [propext, Classical.choice, Quot.sound]
```

### How the proof follows the algebra

`comm_one_body` groups the commutator into anticommutators; `noncomm_ring` verifies that regrouping, and rewriting with `CAR` leaves the two deltas. `pair_comm` and `like_pairs_comm` specialise it. `excite_sq` uses `eq_zero_of_add_self` to cancel the 2, and `pair_not_boson` follows the contradiction above.

In `pair_expectation`, `hvirt` and `hocc` evaluate the two one-body averages, and case distinctions combine the deltas. In `phonon_metric`, `hadj` computes $Q$, `hsum` expands the commutator into a double sum, and `ht` uses `comm_mix` to show that only equal pairs contribute.

Finally, `jw_witness` verifies the hypotheses for one occupied and one virtual orbital. In the occupation basis $|00\rangle,|01\rangle,|10\rangle,|11\rangle$, with the occupied orbital listed first, the reference is $|10\rangle$.
